# Non-interacting spinless bosons and spin-polarised fermions in a one-dimensional harmonic trap: \(Z_F = q^{N(N-1)/2} Z_B\) and equal second derivatives of \(\ln Z\)

**Q.** Put \(N\) non-interacting identical particles in a one-dimensional harmonic trap of frequency \(\omega\) at temperature \(T\), once as spinless bosons and once as spin-polarised fermions. The bosons may all sit in the lowest level, while the fermions must fill \(N\) different levels, so I would expect two different heat capacities. You tell me the canonical ones are equal at every temperature. Show me on paper first.

**A.** Measure energies in units of \(\hbar\omega\) from the lowest level, so the levels are \(0, 1, 2, \dots\). Let \(b = \hbar\omega/k_B T\), with \(k_B\) the Boltzmann constant, and \(q = e^{-b}\). List the occupied levels in increasing order, numbering the entries \(i = 0, \dots, N-1\): \(n_0 \le \dots \le n_{N-1}\) for bosons, \(n_0 < \dots < n_{N-1}\) for fermions. The energy is \(E = \sum_i n_i\), and \(Z_B(N)\), \(Z_F(N)\) are the sums of \(q^E\) over the two kinds of list.

For \(N+1\) bosons, call the lowest occupied level \(m\) and measure the levels of the other \(N\) bosons from it. They form an arbitrary \(N\)-boson list of energy \(E'\), and \(E = (N+1)m + E'\). For \(0 \le q < 1\),
\[ Z_B(N+1) = \sum_{m \ge 0} \left(q^{N+1}\right)^m Z_B(N) = \frac{Z_B(N)}{1-q^{N+1}}, \qquad Z_B(0) = 1, \]
so \(Z_B(N) = \prod_{k=0}^{N-1} (1-q^{k+1})^{-1}\). For fermions, the shift \(n_i \mapsto n_i + i\) turns weakly increasing lists into strictly increasing ones, is undone by subtracting \(i\), and adds \(E_0 = \sum_i i = N(N-1)/2\) to the energy. Hence \(Z_F = q^{E_0} Z_B\). For \(b > 0\),
\[ \ln Z_B = \sum_{k=0}^{N-1} f_{k+1}(b), \qquad f_c(b) = -\ln\left(1-e^{-cb}\right), \qquad \ln Z_F = -E_0 b + \ln Z_B . \]
Each mode of quantum \(c > 0\) gives
\[ f_c'(b) = -\frac{c\,e^{-cb}}{1-e^{-cb}} = -\frac{c}{e^{cb}-1}, \qquad f_c''(b) = \frac{c^2 e^{cb}}{(e^{cb}-1)^2}. \]
With \(U\) the sum of \(c/(e^{cb}-1)\) and \(V\) the sum of \(f_c''\) over \(c = k+1 = 1, \dots, N\), the first derivatives are \(-U\) and \(-(E_0+U)\), and both second derivatives equal \(V\), because \(-E_0 b\) is linear.

**Q.** I accept that. My doubt is whether the Lean file speaks about bosons and fermions at all. Where are the wave functions?

**A.** There are none. The file starts from the sorted lists.

```lean
import Mathlib

open Finset Filter Topology

namespace LadderStatistics

noncomputable section

/-- Configurations of `N` bosons on the levels 0, 1, 2, ...: weakly increasing tuples. -/
abbrev BoseState (N : ℕ) := {n : Fin N → ℕ // Monotone n}

/-- Configurations of `N` fermions on the levels 0, 1, 2, ...: strictly increasing tuples. -/
abbrev FermiState (N : ℕ) := {n : Fin N → ℕ // StrictMono n}

/-- Total energy `n 0 + ... + n (N - 1)`, the sum of all entries, in units of the level spacing. -/
def energy {N : ℕ} (n : Fin N → ℕ) : ℕ := ∑ i, n i
```

A state is a map from `Fin N`, the indices \(0, \dots, N-1\), to the levels `ℕ`; `Monotone` is \(\le\) and `StrictMono` is \(<\). A sorted list carries the same information as a set of occupation numbers, so it labels one symmetrised or antisymmetrised basis state, counted once. That labelling is the physical input: the symmetry postulate, the oscillator spectrum and the absence of interactions enter through these definitions and are not derived. Spin, degenerate levels and traps in more dimensions are not covered.

**Q.** And the sums? `offset` is computed in natural numbers, which truncate.

```lean
/-- The energy offset `N (N - 1) / 2`. -/
def offset (N : ℕ) : ℕ := N * (N - 1) / 2

/-- Canonical partition function of `N` bosons with Boltzmann factor `q` per quantum. -/
def ZB (N : ℕ) (q : ℝ) : ℝ := ∑' n : BoseState N, q ^ energy n.1

/-- Canonical partition function of `N` fermions with Boltzmann factor `q` per quantum. -/
def ZF (N : ℕ) (q : ℝ) : ℝ := ∑' n : FermiState N, q ^ energy n.1
```

**A.** The product \(N(N-1)\) is even, so the division is exact, and `offset` is \(0\) for \(N = 0\) and \(N = 1\), as \(E_0\) should be. In `ZB` and `ZF`, `n.1` is the list itself and `∑'` runs over all states with no energy cutoff. Lean gives a divergent `∑'` the value \(0\), which is why convergence is part of the main theorem and why the temperature statements assume `0 < b`. The logarithms are defined from the state sums, not from the product formula.

```lean
/-- `log Z_B` as a function of the inverse temperature `b`, with `q = exp (-b)`. -/
def lnZB (N : ℕ) (b : ℝ) : ℝ := Real.log (ZB N (Real.exp (-b)))

/-- `log Z_F` as a function of the inverse temperature `b`, with `q = exp (-b)`. -/
def lnZF (N : ℕ) (b : ℝ) : ℝ := Real.log (ZF N (Real.exp (-b)))
```

The next two definitions are \(U\) and \(V\), with `k ∈ range N` running over \(0, \dots, N-1\) and quantum \(k+1\).

```lean
/-- The sum of `k / (exp (k b) - 1)` over `k = 1..N`. -/
def planckEnergy (N : ℕ) (b : ℝ) : ℝ :=
  ∑ k ∈ range N, ((k : ℝ) + 1) / (Real.exp (((k : ℝ) + 1) * b) - 1)

/-- The sum of `k² exp (k b) / (exp (k b) - 1)²` over `k = 1..N`. -/
def fluctuation (N : ℕ) (b : ℝ) : ℝ :=
  ∑ k ∈ range N, ((k : ℝ) + 1) ^ 2 * Real.exp (((k : ℝ) + 1) * b) /
    (Real.exp (((k : ℝ) + 1) * b) - 1) ^ 2
```

**Q.** On paper you peeled off the lowest boson and shifted the fermions. How do I know nothing is missed or counted twice?

**A.** Both moves are defined as maps and then proved bijective. `addLowest` takes a pair \((m, n')\) and returns the list with \(m\) in front and \(m + n'_i\) behind it; its four cases check the ordering according to whether each of two indices is the first one. `staircase` adds `i.val`, the index \(i\) as a number, to \(n_i\).

```lean
/-- Place one boson in level `m` and lift a configuration of `N` further bosons by `m`. -/
def addLowest {N : ℕ} (p : ℕ × BoseState N) : BoseState (N + 1) :=
  ⟨(Fin.cons p.1 (fun i => p.1 + p.2.1 i) : Fin (N + 1) → ℕ), by
    intro i j h
    rcases Fin.eq_zero_or_eq_succ i with rfl | ⟨i, rfl⟩ <;>
      rcases Fin.eq_zero_or_eq_succ j with rfl | ⟨j, rfl⟩
    · exact le_rfl
    · simp
    · exact absurd h (not_le.2 (Fin.succ_pos i))
    · simp only [Fin.cons_succ]
      exact Nat.add_le_add_left (p.2.2 (Fin.succ_le_succ_iff.1 h)) _⟩

/-- The staircase shift: lift particle number `i` (counted from 0) by `i` levels. -/
def staircase {N : ℕ} (n : BoseState N) : FermiState N :=
  ⟨fun i => n.1 i + i.val, by
    intro i j h
    exact add_lt_add_of_le_of_lt (n.2 h.le) (Fin.lt_def.1 h)⟩
```

In `addLowest_spec`, injectivity reads \(m\) off entry \(0\) and the rest off the entries `i.succ`. Surjectivity supplies the preimage `n 0` with `n i.succ - n 0`, where monotonicity makes the subtraction harmless. The last part is \(E = (N+1)m + E'\).

```lean
/-- Every state of `N + 1` bosons arises once from a lowest level `m` and an `N`-boson state
of energy `E`, and its energy is `(N + 1) m + E`. -/
theorem addLowest_spec (N : ℕ) :
    Function.Bijective (addLowest (N := N)) ∧
      ∀ p : ℕ × BoseState N, energy (addLowest p).1 = (N + 1) * p.1 + energy p.2.1 := by
  refine ⟨⟨?_, ?_⟩, fun p => ?_⟩
  · rintro ⟨a, n⟩ ⟨b, m⟩ h
    have h' := congrArg Subtype.val h
    have h0 : a = b := by simpa [addLowest] using congrFun h' 0
    subst h0
    refine Prod.ext rfl (Subtype.ext (funext fun i => ?_))
    simpa [addLowest] using congrFun h' i.succ
  · rintro ⟨n, hn⟩
    refine ⟨(n 0, ⟨fun i => n i.succ - n 0, ?_⟩), Subtype.ext (funext fun i => ?_)⟩
    · intro i j h
      exact Nat.sub_le_sub_right (hn (Fin.succ_le_succ_iff.2 h)) _
    · rcases Fin.eq_zero_or_eq_succ i with rfl | ⟨i, rfl⟩
      · simp [addLowest]
      · have := hn (Fin.zero_le i.succ)
        simp only [addLowest, Fin.cons_succ]
        omega
  · simp only [energy, addLowest, Fin.sum_univ_succ, Fin.cons_zero, Fin.cons_succ,
      Finset.sum_add_distrib, Finset.sum_const, Finset.card_univ, Fintype.card_fin, smul_eq_mul]
    ring
```

**Q.** You also factorised an infinite double sum without comment.

**A.** That step is `hasSum_joint`: for nonnegative weights with two convergent sums, the sum over pairs converges to the product.

```lean
/-- For two families of nonnegative reals `f`, `g` with convergent sums `s`, `t`, the
sum of `f i * g k` over all pairs `(i, k)` converges to `s * t`. -/
theorem hasSum_joint {ι κ : Type} {f : ι → ℝ} {g : κ → ℝ} {s t : ℝ} (hf : HasSum f s)
    (hg : HasSum g t) (hf0 : ∀ i, 0 ≤ f i) (hg0 : ∀ k, 0 ≤ g k) :
    HasSum (fun p : ι × κ => f p.1 * g p.2) (s * t) := by
  have hs : Summable (fun p : ι × κ => f p.1 * g p.2) :=
    Summable.mul_of_nonneg (f := f) (g := g) hf.summable hg.summable hf0 hg0
  exact HasSum.mul (f := f) (g := g) hf hg hs
```

`bose_hasSum` is the induction. For \(N = 0\) there is one state, the empty list `v`, of weight \(1\), matching the empty product. In the step, `hg` is the geometric series in \(q^{N+1}\), `hp` multiplies it by the \(N\)-boson sum, `e` rewrites the weight as \((q^{N+1})^m q^{E'}\), and `hasSum_iff` carries the sum across the bijection.

```lean
/-- For `0 ≤ q < 1` the bosonic state sum converges to the product of `1 / (1 - q^k)`
over `k = 1..N`. -/
theorem bose_hasSum (N : ℕ) {q : ℝ} (h0 : 0 ≤ q) (h1 : q < 1) :
    HasSum (fun n : BoseState N => q ^ energy n.1) (∏ k ∈ range N, (1 - q ^ (k + 1))⁻¹) := by
  induction N with
  | zero =>
    let v : BoseState 0 := ⟨Fin.elim0, by intro a; exact a.elim0⟩
    have h : HasSum (fun n : BoseState 0 => q ^ energy n.1) (q ^ energy v.1) :=
      hasSum_single v (fun w hw => absurd (Subtype.ext (funext fun i => i.elim0)) hw)
    simpa [energy] using h
  | succ N ih =>
    -- the lowest level contributes a geometric series in `q ^ (N + 1)`
    have hg : HasSum (fun m : ℕ => (q ^ (N + 1)) ^ m) (1 - q ^ (N + 1))⁻¹ :=
      hasSum_geometric_of_lt_one (pow_nonneg h0 _) (pow_lt_one₀ h0 h1 (Nat.succ_ne_zero N))
    have hp := hasSum_joint hg ih
      (fun m => pow_nonneg (pow_nonneg h0 _) _) (fun n => pow_nonneg h0 _)
    have h := addLowest_spec N
    have e : (fun n : BoseState (N + 1) => q ^ energy n.1) ∘ (Equiv.ofBijective addLowest h.1) =
        fun p : ℕ × BoseState N => (q ^ (N + 1)) ^ p.1 * q ^ energy p.2.1 := by
      funext p
      simp only [Function.comp, Equiv.ofBijective_apply, h.2, pow_add, pow_mul]
    have hv : ∏ k ∈ range (N + 1), (1 - q ^ (k + 1))⁻¹ =
        (1 - q ^ (N + 1))⁻¹ * ∏ k ∈ range N, (1 - q ^ (k + 1))⁻¹ := by
      rw [Finset.prod_range_succ, mul_comm]
    refine (Equiv.ofBijective addLowest h.1).hasSum_iff.1 ?_
    rw [e, hv]
    exact hp
```

**Q.** "Undone by subtracting \(i\)" needs \(n_i - i\) to be a level and to stay sorted.

**A.** Both follow from `strict_gap`: in a strict list, entries \(k\) places apart differ by at least \(k\), by induction on \(k\), each step gaining one level.

```lean
/-- In a fermionic configuration, particles `k` places apart lie at least `k` levels apart. -/
theorem strict_gap {N : ℕ} {n : Fin N → ℕ} (hn : StrictMono n) (k : ℕ) :
    ∀ i j : Fin N, j.val = i.val + k → n i + k ≤ n j := by
  induction k with
  | zero =>
    intro i j h
    have hji : j = i := Fin.ext (by omega)
    subst hji
    simp
  | succ k ih =>
    intro i j h
    have hj := j.2
    have hm : i.val + k < N := by omega
    have h1 := ih i ⟨i.val + k, hm⟩ rfl
    have h2 : n ⟨i.val + k, hm⟩ < n j := hn (Fin.lt_def.2 (show i.val + k < j.val by omega))
    omega
```

Taking the gap from entry \(0\) gives `low`, that is \(i \le n_i\). Taking the gap between \(i \le j\) gives \(n_i - i \le n_j - j\). The fact `hs` is \(\sum_i i = N(N-1)/2\).

```lean
/-- The staircase shift maps bosonic states one-to-one onto fermionic states and raises
every energy by `N (N - 1) / 2`. -/
theorem staircase_spec (N : ℕ) :
    Function.Bijective (staircase (N := N)) ∧
      ∀ n : BoseState N, energy (staircase n).1 = offset N + energy n.1 := by
  refine ⟨⟨?_, ?_⟩, fun n => ?_⟩
  · intro n m h
    refine Subtype.ext (funext fun i => ?_)
    simpa [staircase] using congrFun (congrArg Subtype.val h) i
  · rintro ⟨n, hn⟩
    have low : ∀ i : Fin N, i.val ≤ n i := fun i => by
      have := strict_gap hn i.val ⟨0, i.pos⟩ i (by simp)
      omega
    refine ⟨⟨fun i => n i - i.val, ?_⟩, Subtype.ext (funext fun i => ?_)⟩
    · intro i j h
      have h' : i.val ≤ j.val := h
      have h1 := strict_gap hn (j.val - i.val) i j (by omega)
      have h2 := low i
      show n i - i.val ≤ n j - j.val
      omega
    · have := low i
      show n i - i.val + i.val = n i
      omega
  · have hs : ∑ i : Fin N, (i : ℕ) = N * (N - 1) / 2 :=
      (Fin.sum_univ_eq_sum_range (fun i => i) N).trans (Finset.sum_range_id N)
    simp only [energy, staircase, offset, Finset.sum_add_distrib, hs]
    exact add_comm _ _
```

**Q.** Read me the statement on the partition functions.

**A.** For every \(N\) and every real \(q\) with \(0 \le q < 1\), both families of weights are `Summable`, \(Z_B\) is the product and \(Z_F = q^{E_0} Z_B\). The proof reindexes the fermionic sum by bosonic states and pulls out \(q^{E_0}\) with `hB.mul_left`. For \(N = 0\) both sums are \(1\), and for \(N = 1\) both are \(1/(1-q)\).

```lean
/-- For `0 ≤ q < 1` both state sums converge, `Z_B` is the product of `1 / (1 - q^k)` over
`k = 1..N`, and `Z_F = q^(N (N - 1) / 2) Z_B`. -/
theorem partition_functions (N : ℕ) {q : ℝ} (h0 : 0 ≤ q) (h1 : q < 1) :
    Summable (fun n : BoseState N => q ^ energy n.1) ∧
      Summable (fun n : FermiState N => q ^ energy n.1) ∧
      ZB N q = ∏ k ∈ range N, (1 - q ^ (k + 1))⁻¹ ∧ ZF N q = q ^ offset N * ZB N q := by
  have hB := bose_hasSum N h0 h1
  have hZ : ZB N q = ∏ k ∈ range N, (1 - q ^ (k + 1))⁻¹ := hB.tsum_eq
  have h := staircase_spec N
  -- reindex the fermionic sum by bosonic states
  have hF : HasSum (fun n : FermiState N => q ^ energy n.1) (q ^ offset N * ZB N q) := by
    have e : (fun n : FermiState N => q ^ energy n.1) ∘ (Equiv.ofBijective staircase h.1) =
        fun n : BoseState N => q ^ offset N * q ^ energy n.1 := by
      funext n
      simp only [Function.comp, Equiv.ofBijective_apply, h.2, pow_add]
    refine (Equiv.ofBijective staircase h.1).hasSum_iff.1 ?_
    rw [e, hZ]
    exact hB.mul_left (q ^ offset N)
  exact ⟨hB.summable, hF.summable, hZ, hF.tsum_eq⟩
```

For \(b > 0\) we have \(0 < e^{-b} < 1\), each factor is positive (`hpos`), so \(Z_B > 0\) (`hZ`), and the logarithm of a product splits into the two formulas above.

```lean
/-- For `b > 0`, `log Z_B` is the sum of `-log (1 - exp (-k b))` over `k = 1..N`, and
`log Z_F = -b N (N - 1) / 2 + log Z_B`. -/
theorem log_partition (N : ℕ) {b : ℝ} (hb : 0 < b) :
    lnZB N b = ∑ k ∈ range N, -Real.log (1 - Real.exp (-(((k : ℝ) + 1) * b))) ∧
      lnZF N b = -((offset N : ℝ) * b) + lnZB N b := by
  have h0 : 0 ≤ Real.exp (-b) := (Real.exp_pos _).le
  have h1 : Real.exp (-b) < 1 := (Real.exp_lt_exp.2 (neg_lt_zero.2 hb)).trans_eq Real.exp_zero
  obtain ⟨-, -, hB, hF⟩ := partition_functions N h0 h1
  have hpos : ∀ k : ℕ, 0 < (1 - Real.exp (-b) ^ (k + 1))⁻¹ := fun k =>
    inv_pos.2 (sub_pos.2 (pow_lt_one₀ h0 h1 (Nat.succ_ne_zero k)))
  have hZ : 0 < ZB N (Real.exp (-b)) := by
    rw [hB]
    exact Finset.prod_pos fun k _ => hpos k
  constructor
  · rw [lnZB, hB, Real.log_prod]
    · refine Finset.sum_congr rfl fun k _ => ?_
      rw [Real.log_inv, ← Real.exp_nat_mul]
      push_cast
      rw [mul_neg]
    · exact fun k _ => (hpos k).ne'
  · rw [lnZF, lnZB, hF, Real.log_mul (pow_pos (Real.exp_pos _) _).ne' hZ.ne', Real.log_pow,
      Real.log_exp]
    ring
```

**Q.** Now the derivatives. Does Lean differentiate the actual \(\ln Z\), or only your closed form?

**A.** It differentiates the closed form first. `mode_derivs` is the chain rule for \(f_c'\) and the quotient rule for \(f_c''\); `hE1` gets \(e^{cb} - 1 \ne 0\) from \(e^{x} \ge 1 + x\) at \(x = cb > 0\), and `hq` is \(1 - e^{-cb} = (e^{cb}-1)/e^{cb}\).

```lean
/-- For one mode of quantum `c > 0` at `b > 0`, `-log (1 - exp (-c b))` has derivative
`-c / (exp (c b) - 1)`, which in turn has derivative `c² exp (c b) / (exp (c b) - 1)²`. -/
theorem mode_derivs {c b : ℝ} (hc : 0 < c) (hb : 0 < b) :
    HasDerivAt (fun x => -Real.log (1 - Real.exp (-(c * x)))) (-(c / (Real.exp (c * b) - 1))) b ∧
      HasDerivAt (fun x => -(c / (Real.exp (c * x) - 1)))
        (c ^ 2 * Real.exp (c * b) / (Real.exp (c * b) - 1) ^ 2) b := by
  have hE : Real.exp (c * b) ≠ 0 := (Real.exp_pos _).ne'
  have hE1 : Real.exp (c * b) - 1 ≠ 0 := by
    have h1 := Real.add_one_le_exp (c * b)
    have h2 := mul_pos hc hb
    exact ne_of_gt (by linarith)
  have hq : 1 - Real.exp (-(c * b)) = (Real.exp (c * b) - 1) / Real.exp (c * b) := by
    rw [Real.exp_neg]
    field_simp
  have hq' : 1 - Real.exp (-(c * b)) ≠ 0 := by
    rw [hq]
    exact div_ne_zero hE1 hE
  have hl := (hasDerivAt_id' b).const_mul c
  constructor
  · refine ((hl.fun_neg.exp.const_sub 1).log hq').fun_neg.congr_deriv ?_
    rw [hq, Real.exp_neg]
    field_simp
  · refine ((hasDerivAt_const b c).fun_div (hl.exp.sub_const 1) hE1).fun_neg.congr_deriv ?_
    ring
```

Then it transfers the result. A derivative at \(b\) depends only on values near \(b\), and near a positive \(b\) all points are positive (`ev`). There `lnZB N` and `lnZF N` agree with the closed forms (`eB`, `eF`), so `congr_of_eventuallyEq` gives them the derivatives \(-U\) and \(-(E_0+U)\). `HasDerivAt` says that the function is differentiable at \(b\) with the stated derivative.

```lean
/-- For `b > 0` the `b`-derivative of `log Z_B` is `-U` and that of `log Z_F` is
`-(N (N - 1) / 2 + U)`, with `U` the sum of `k / (exp (k b) - 1)`. -/
theorem first_derivs (N : ℕ) {b : ℝ} (hb : 0 < b) :
    HasDerivAt (lnZB N) (-planckEnergy N b) b ∧
      HasDerivAt (lnZF N) (-((offset N : ℝ) + planckEnergy N b)) b := by
  have ev : ∀ᶠ x in 𝓝 b, 0 < x := lt_mem_nhds hb
  have hsum : HasDerivAt
      (fun x => ∑ k ∈ range N, -Real.log (1 - Real.exp (-(((k : ℝ) + 1) * x))))
      (∑ k ∈ range N, -(((k : ℝ) + 1) / (Real.exp (((k : ℝ) + 1) * b) - 1))) b :=
    HasDerivAt.fun_sum fun k _ => (mode_derivs (by positivity) hb).1
  have eB : lnZB N =ᶠ[𝓝 b]
      fun x => ∑ k ∈ range N, -Real.log (1 - Real.exp (-(((k : ℝ) + 1) * x))) :=
    ev.mono fun x hx => (log_partition N hx).1
  have eF : lnZF N =ᶠ[𝓝 b] fun x => -((offset N : ℝ) * x) + lnZB N x :=
    ev.mono fun x hx => (log_partition N hx).2
  have hB : HasDerivAt (lnZB N) (-planckEnergy N b) b :=
    (hsum.congr_of_eventuallyEq eB).congr_deriv (by rw [planckEnergy, Finset.sum_neg_distrib])
  have hl := ((hasDerivAt_id' b).const_mul (offset N : ℝ)).fun_neg.fun_add hB
  exact ⟨hB, (hl.congr_of_eventuallyEq eF).congr_deriv (by ring)⟩
```

The same argument runs once more. Near \(b\), `deriv (lnZB N)` is \(-U\) and `deriv (lnZF N)` is \(-E_0 - U\); the constant drops out, and both are differentiable at \(b\) with derivative `fluctuation N b`.

```lean
/-- For `b > 0`, `log Z_B` and `log Z_F` have the same second `b`-derivative, the sum of
`k² exp (k b) / (exp (k b) - 1)²` over `k = 1..N`. -/
theorem second_derivs (N : ℕ) {b : ℝ} (hb : 0 < b) :
    HasDerivAt (deriv (lnZB N)) (fluctuation N b) b ∧
      HasDerivAt (deriv (lnZF N)) (fluctuation N b) b := by
  have ev : ∀ᶠ x in 𝓝 b, 0 < x := lt_mem_nhds hb
  have hU : HasDerivAt (fun x => -planckEnergy N x) (fluctuation N b) b := by
    have e : (fun x => -planckEnergy N x) =
        fun x => ∑ k ∈ range N, -(((k : ℝ) + 1) / (Real.exp (((k : ℝ) + 1) * x) - 1)) :=
      funext fun x => by rw [planckEnergy, Finset.sum_neg_distrib]
    rw [e, fluctuation]
    exact HasDerivAt.fun_sum fun k _ => (mode_derivs (by positivity) hb).2
  have eB : deriv (lnZB N) =ᶠ[𝓝 b] fun x => -planckEnergy N x :=
    ev.mono fun x hx => (first_derivs N hx).1.deriv
  -- the first derivatives differ by a constant near `b`
  have eF : deriv (lnZF N) =ᶠ[𝓝 b] fun x => -(offset N : ℝ) + -planckEnergy N x :=
    ev.mono fun x hx => (first_derivs N hx).2.deriv.trans (neg_add _ _)
  exact ⟨hU.congr_of_eventuallyEq eB, (hU.const_add _).congr_of_eventuallyEq eF⟩

end

end LadderStatistics
```

```lean
#print axioms LadderStatistics.second_derivs
```

```
'LadderStatistics.second_derivs' depends on axioms: [propext, Classical.choice, Quot.sound]
```

**Q.** No theorem mentions a heat capacity.

**A.** Correct: the theorems stop at the derivatives of \(\ln Z\), and the thermodynamic reading that follows is ours and not the file's. In the canonical ensemble \(-\partial_b \ln Z\) is the mean energy in units of \(\hbar\omega\), \(\partial_b^2 \ln Z\) is the energy variance in units of \((\hbar\omega)^2\), and the heat capacity at fixed \(N\) and \(\omega\) is \(k_B b^2\, \partial_b^2 \ln Z\); restoring the zero-point energy adds \(-Nb/2\) to both logarithms, again a linear term. Read this way, \(N\) non-interacting spin-polarised fermions on the nondegenerate, equally spaced ladder \(0, 1, 2, \dots\) with no highest level have a mean energy higher by \(E_0 \hbar\omega\) than \(N\) spinless bosons on the same ladder at the same temperature, and the same heat capacity. A canonical simulation of that model can be checked against these finite sums: in units of \(\hbar\omega\) the mean energy is \(U\) for bosons and \(E_0 + U\) for fermions, plus \(N/2\) if the zero-point energy is kept, and the energy variance is \(V\) in units of \((\hbar\omega)^2\) for both.
